# The filter function of n ideal CPMG pulses in closed form, with its value at resonance

A π pulse is treated here as an instantaneous change of sign, so a whole pulse sequence becomes a function y(t) with values ±1. It is defined by counting: y(t) is −1 raised to the number of pulses strictly before t. At the instant of a pulse y therefore still has its old sign, a convention that cannot affect an integral over t.

For a qubit under pure dephasing by stationary Gaussian noise, the filter function F is the weight, up to convention-dependent factors, with which the noise spectrum divided by w² enters the decay exponent of the coherence. The theorems concern F itself; the noise average, finite pulse widths and pulse errors are not modelled. Only the timing of the Carr–Purcell–Meiboom–Gill (CPMG) sequence enters, and not the rotation axes of its pulses.

```lean
import Mathlib

open MeasureTheory

namespace CPMGFilter

noncomputable section
```

## Pulse times, switching function and filter function

Let T be the total duration and n the number of pulses. Pulse k, for k = 1, …, n, occurs at

t_k = (k − 1/2) T/n.

```lean
/-- The time of the `k`-th pulse, `k = 1, ..., n`, in a sequence of total duration `T`. -/
def pulseTime (T : ℝ) (n k : ℕ) : ℝ := ((k : ℝ) - 1 / 2) * (T / n)
```

The pulses before t are collected in a finite set, and its cardinality is the exponent of −1.

```lean
/-- The switching function: it starts at `1` and changes sign at every pulse. -/
def toggling (T : ℝ) (n : ℕ) (t : ℝ) : ℝ :=
  (-1) ^ ((Finset.Icc 1 n).filter (fun k => pulseTime T n k < t)).card
```

For a real angular frequency w, the filter function is

F = w² |∫₀ᵀ y(t) exp(iwt) dt|².

In Lean this is an actual interval integral of a complex-valued function, and `‖·‖` is the complex modulus.

```lean
/-- The filter function `w² |∫ y(t) exp(iwt) dt|²` of the `n`-pulse sequence on `[0, T]`. -/
def filterFunction (w T : ℝ) (n : ℕ) : ℝ :=
  w ^ 2 * ‖∫ t in (0 : ℝ)..T, (toggling T n t : ℂ) * Complex.exp (Complex.I * w * t)‖ ^ 2
```

Two abbreviations carry the calculation: φ = wT/(2n), the phase accumulated in a time T/(2n), and u = exp(iφ). The pulses will contribute through the alternating sum

S = Σ (−1)ᵏ u²ᵏ⁺¹, k = 0, …, n − 1,

where the term k belongs to pulse k + 1.

```lean
/-- The alternating sum of the phases `exp(i(2k+1)φ)` over `n` pulses. -/
def pulseSum (φ : ℝ) (n : ℕ) : ℂ :=
  ∑ k ∈ Finset.range n, (-1) ^ k * Complex.exp (Complex.I * φ) ^ (2 * k + 1)
```

## Integrating between pulses

If t_m < t ≤ t_(m+1), exactly the first m pulses lie before t, so y(t) = (−1)ᵐ. For m = 0 and m = n the formula for t_k supplies times outside the sequence, at −T/(2n) and T + T/(2n), which serve only as bounds. The proof uses the fact that pulse times do not decrease with k to identify the counted set with {1, …, m}.

```lean
/-- After `m` pulses and up to the next one, the switching function equals `(-1)^m`. -/
theorem toggling_eq {T : ℝ} (hT : 0 ≤ T) {n m : ℕ} (hm : m ≤ n) {t : ℝ}
    (h1 : pulseTime T n m < t) (h2 : t ≤ pulseTime T n (m + 1)) :
    toggling T n t = (-1) ^ m := by
  have hτ : 0 ≤ T / n := by positivity
  have hmono : ∀ i j : ℕ, i ≤ j → pulseTime T n i ≤ pulseTime T n j := by
    intro i j hij
    have hij' : (i : ℝ) ≤ j := by exact_mod_cast hij
    unfold pulseTime
    exact mul_le_mul_of_nonneg_right (by linarith) hτ
  -- the pulses before time t are exactly the first m
  have hset : (Finset.Icc 1 n).filter (fun k => pulseTime T n k < t) = Finset.Icc 1 m := by
    ext k
    simp only [Finset.mem_filter, Finset.mem_Icc]
    constructor
    · rintro ⟨⟨hk, _⟩, hlt⟩
      refine ⟨hk, ?_⟩
      by_contra hc
      have := hmono (m + 1) k (by omega)
      linarith
    · rintro ⟨hk, hkm⟩
      exact ⟨⟨hk, hkm.trans hm⟩, (hmono k m hkm).trans_lt h1⟩
  unfold toggling
  rw [hset, Nat.card_Icc, Nat.add_sub_cancel]
```

On a segment from a to b where y equals a constant c,

iw ∫ₐᵇ c exp(iwt) dt = c (exp(iwb) − exp(iwa)).

Keeping the factor iw on the left avoids a division by w, so w = 0 needs no separate treatment. The lemma replaces y by c on the half-open interval (a, b] and applies the fundamental theorem of calculus. It also records integrability, which is needed to join segments.

```lean
/-- If a real function `y` equals a constant `c` on `(a, b]`, then `y(t) exp(iwt)` is integrable
from `a` to `b`, and its integral, times `iw`, is `c` times the difference of the end-point phases.
-/
theorem segment_integral {y : ℝ → ℝ} {a b c w : ℝ} (hab : a ≤ b)
    (hy : ∀ t ∈ Set.Ioc a b, y t = c) :
    IntervalIntegrable (fun t : ℝ => (y t : ℂ) * Complex.exp (Complex.I * w * t)) volume a b ∧
    Complex.I * w * ∫ t in a..b, (y t : ℂ) * Complex.exp (Complex.I * w * t) =
      c * (Complex.exp (Complex.I * w * b) - Complex.exp (Complex.I * w * a)) := by
  have hEq : Set.EqOn (fun t : ℝ => (c : ℂ) * Complex.exp (Complex.I * w * t))
      (fun t : ℝ => (y t : ℂ) * Complex.exp (Complex.I * w * t)) (Set.Ioc a b) :=
    fun t ht => by simp only [hy t ht]
  have hc : Continuous (fun t : ℝ => (c : ℂ) * Complex.exp (Complex.I * w * t)) := by fun_prop
  constructor
  · rw [intervalIntegrable_iff_integrableOn_Ioc_of_le hab]
    exact ((intervalIntegrable_iff_integrableOn_Ioc_of_le hab).1
      (hc.intervalIntegrable a b)).congr_fun hEq measurableSet_Ioc
  · have hd : ∀ t : ℝ, HasDerivAt (fun s : ℝ => (c : ℂ) * Complex.exp (Complex.I * w * s))
        (Complex.I * w * (c * Complex.exp (Complex.I * w * t))) t := by
      intro t
      have h1 : HasDerivAt (fun s : ℝ => Complex.I * w * (s : ℂ)) (Complex.I * w) t :=
        ((hasDerivAt_id t).ofReal_comp.const_mul (Complex.I * w)).congr_deriv (by simp)
      exact (h1.cexp.const_mul (c : ℂ)).congr_deriv (by ring)
    have hI : (∫ t in a..b, (y t : ℂ) * Complex.exp (Complex.I * w * t)) =
        ∫ t in a..b, (c : ℂ) * Complex.exp (Complex.I * w * t) := by
      rw [intervalIntegral.integral_of_le hab, intervalIntegral.integral_of_le hab]
      exact (setIntegral_congr_fun measurableSet_Ioc hEq).symm
    rw [hI, ← intervalIntegral.integral_const_mul,
      intervalIntegral.integral_eq_sub_of_hasDerivAt (fun t _ => hd t)
        ((continuous_const.mul hc).intervalIntegrable a b)]
    ring
```

## One cell around each pulse

Euler's formula gives u + 1/u = 2 cos φ, or, multiplied by u,

2 cos φ · u = u² + 1.

```lean
/-- Euler's formula in the form `2 cos φ exp(iφ) = exp(iφ)² + 1`. -/
theorem two_cos_mul_phase (φ : ℝ) :
    2 * (Real.cos φ : ℂ) * Complex.exp (Complex.I * φ) =
      Complex.exp (Complex.I * φ) ^ 2 + 1 := by
  rw [mul_comm Complex.I, Complex.exp_mul_I, Complex.ofReal_cos]
  linear_combination Complex.sin_sq_add_cos_sq (φ : ℂ) -
    Complex.sin (φ : ℂ) ^ 2 * Complex.I_sq
```

The same identity sums the alternating phases:

2 cos φ · S = Σ (−1)ᵏ (u²ᵏ⁺² + u²ᵏ) = 1 − (−1)ⁿ u²ⁿ.

Neighbouring terms cancel, leaving the two ends. Lean proves this by induction on n.

```lean
/-- Multiplied by `2 cos φ`, the alternating phase sum telescopes to its two end terms. -/
theorem two_cos_mul_pulseSum (φ : ℝ) (n : ℕ) :
    2 * (Real.cos φ : ℂ) * pulseSum φ n =
      1 - (-1) ^ n * Complex.exp (Complex.I * φ) ^ (2 * n) := by
  unfold pulseSum
  induction n with
  | zero => simp
  | succ m ih =>
    rw [Finset.sum_range_succ, mul_add, ih]
    linear_combination (-1) ^ m * Complex.exp (Complex.I * φ) ^ (2 * m) * two_cos_mul_phase φ
```

Since u²ⁿ = exp(2inφ), taking the squared modulus gives

4 cos²φ |S|² = (1 − (−1)ⁿ cos 2nφ)² + sin² 2nφ = 2 − 2(−1)ⁿ cos 2nφ.

The proof follows this split into real and imaginary parts.

```lean
/-- The squared modulus of the alternating phase sum, multiplied by `4 cos² φ`. -/
theorem pulseSum_normSq (φ : ℝ) (n : ℕ) :
    4 * Real.cos φ ^ 2 * ‖pulseSum φ n‖ ^ 2 = 2 - 2 * (-1) ^ n * Real.cos (2 * n * φ) := by
  have h2 : ‖(2 : ℂ)‖ = 2 := by norm_num
  have h1 : ‖2 * (Real.cos φ : ℂ) * pulseSum φ n‖ ^ 2 =
      4 * Real.cos φ ^ 2 * ‖pulseSum φ n‖ ^ 2 := by
    rw [norm_mul, norm_mul, Complex.norm_real, Real.norm_eq_abs, mul_pow, mul_pow, sq_abs, h2]
    ring
  have e : Complex.exp (Complex.I * φ) ^ (2 * n) =
      Complex.exp (((2 * n * φ : ℝ) : ℂ) * Complex.I) := by
    rw [← Complex.exp_nat_mul]
    congr 1
    push_cast
    ring
  -- split the end terms into real and imaginary parts
  have h3 : 1 - (-1) ^ n * Complex.exp (((2 * n * φ : ℝ) : ℂ) * Complex.I) =
      ((1 - (-1) ^ n * Real.cos (2 * n * φ) : ℝ) : ℂ) +
        ((-(-1) ^ n * Real.sin (2 * n * φ) : ℝ) : ℂ) * Complex.I := by
    rw [Complex.exp_mul_I]
    push_cast
    ring
  have h4 : ((-1 : ℝ) ^ n) ^ 2 = 1 := by
    rw [← pow_mul, mul_comm, pow_mul]
    simp
  rw [← h1, two_cos_mul_pulseSum, e, h3, Complex.sq_norm, Complex.normSq_add_mul_I]
  linear_combination ((-1 : ℝ) ^ n) ^ 2 * Real.sin_sq_add_cos_sq (2 * n * φ) + h4
```

To connect S with the integral, divide [0, T] into n cells, from kT/n to (k + 1)T/n. Each has one pulse at its centre. The phases at its left edge, centre and right edge are u²ᵏ, u²ᵏ⁺¹ and u²ᵏ⁺², and y changes from (−1)ᵏ to (−1)ᵏ⁺¹. The cell's integral, times iw, is therefore

(−1)ᵏ (u²ᵏ⁺¹ − u²ᵏ) − (−1)ᵏ (u²ᵏ⁺² − u²ᵏ⁺¹)
= (−1)ᵏ u²ᵏ (2u − 1 − u²)
= (−1)ᵏ u²ᵏ⁺¹ (2 − 2 cos φ)
= 4 sin²(φ/2) (−1)ᵏ u²ᵏ⁺¹.

Adding the cells gives

iw ∫₀ᵀ y(t) exp(iwt) dt = 4 sin²(φ/2) S.

In the proof, `hA` and `hB` are the two halves of a cell, `hE` rewrites the edge phases as powers of u, and `sum_integral_adjacent_intervals` joins the cells.

```lean
/-- The Fourier integral of the switching function, times `iw`, is a single-pulse factor
times the alternating phase sum over the pulses. -/
theorem pulse_amplitude {T : ℝ} (hT : 0 ≤ T) {n : ℕ} (hn : 1 ≤ n) (w : ℝ) :
    Complex.I * w * ∫ t in (0 : ℝ)..T,
        (toggling T n t : ℂ) * Complex.exp (Complex.I * w * t) =
      4 * (Real.sin (w * T / (4 * n)) : ℂ) ^ 2 * pulseSum (w * T / (2 * n)) n := by
  have hn0 : (n : ℝ) ≠ 0 := by positivity
  have hτ : 0 ≤ T / n := by positivity
  have hsR : 4 * Real.sin (w * T / (4 * n)) ^ 2 = 2 - 2 * Real.cos (w * T / (2 * n)) := by
    rw [show w * T / (2 * n) = 2 * (w * T / (4 * n)) by ring, Real.cos_two_mul]
    linear_combination 4 * Real.sin_sq_add_cos_sq (w * T / (4 * n))
  have hs : 4 * (Real.sin (w * T / (4 * n)) : ℂ) ^ 2 =
      2 - 2 * (Real.cos (w * T / (2 * n)) : ℂ) := by exact_mod_cast hsR
  have hu := two_cos_mul_phase (w * T / (2 * n))
  -- each cell of length T/n has one pulse at its centre
  have hcell : ∀ k < n, IntervalIntegrable
      (fun t : ℝ => (toggling T n t : ℂ) * Complex.exp (Complex.I * w * t)) volume
        ((k : ℝ) * (T / n)) (((k + 1 : ℕ) : ℝ) * (T / n)) ∧
      Complex.I * w * ∫ t in ((k : ℝ) * (T / n))..(((k + 1 : ℕ) : ℝ) * (T / n)),
        (toggling T n t : ℂ) * Complex.exp (Complex.I * w * t) =
      4 * (Real.sin (w * T / (4 * n)) : ℂ) ^ 2 *
        ((-1) ^ k * Complex.exp (Complex.I * (w * T / (2 * n) : ℝ)) ^ (2 * k + 1)) := by
    intro k hk
    have hA := segment_integral (y := toggling T n) (w := w) (c := (-1) ^ k)
      (a := (k : ℝ) * (T / n)) (b := ((k : ℝ) + 1 / 2) * (T / n)) (by linarith)
      (fun t ht => toggling_eq hT hk.le (by unfold pulseTime; linarith [ht.1])
        (by unfold pulseTime; push_cast; linarith [ht.2]))
    have hB := segment_integral (y := toggling T n) (w := w) (c := (-1) ^ (k + 1))
      (a := ((k : ℝ) + 1 / 2) * (T / n)) (b := ((k + 1 : ℕ) : ℝ) * (T / n))
      (by push_cast; linarith)
      (fun t ht => toggling_eq hT (Nat.succ_le_of_lt hk)
        (by unfold pulseTime; push_cast; linarith [ht.1])
        (by have h := ht.2; unfold pulseTime; push_cast at h ⊢; linarith))
    have hE : ∀ (x : ℝ) (j : ℕ), x = j / 2 * (T / n) → Complex.exp (Complex.I * w * x) =
        Complex.exp (Complex.I * (w * T / (2 * n) : ℝ)) ^ j := by
      intro x j hx
      rw [← Complex.exp_nat_mul, hx]
      congr 1
      push_cast
      ring
    refine ⟨hA.1.trans hB.1, ?_⟩
    rw [← intervalIntegral.integral_add_adjacent_intervals hA.1 hB.1, mul_add, hA.2, hB.2,
      hE ((k : ℝ) * (T / n)) (2 * k) (by push_cast; ring),
      hE (((k : ℝ) + 1 / 2) * (T / n)) (2 * k + 1) (by push_cast; ring),
      hE (((k + 1 : ℕ) : ℝ) * (T / n)) (2 * k + 2) (by push_cast; ring)]
    simp only [Complex.ofReal_pow, Complex.ofReal_neg, Complex.ofReal_one]
    linear_combination
      (-1) ^ k * Complex.exp (Complex.I * (w * T / (2 * n) : ℝ)) ^ (2 * k) * hu -
      (-1) ^ k * Complex.exp (Complex.I * (w * T / (2 * n) : ℝ)) ^ (2 * k + 1) * hs
  have h := intervalIntegral.sum_integral_adjacent_intervals
    (a := fun k : ℕ => (k : ℝ) * (T / n)) (n := n) (fun k hk => (hcell k hk).1)
  have e0 : ((0 : ℕ) : ℝ) * (T / n) = 0 := by simp
  have en : (n : ℝ) * (T / n) = T := by field_simp
  beta_reduce at h
  rw [e0, en] at h
  unfold pulseSum
  rw [← h, Finset.mul_sum, Finset.mul_sum]
  exact Finset.sum_congr rfl (fun k hk => (hcell k (Finset.mem_range.1 hk)).2)
```

The algebra turns on the tactic `linear_combination`. Given known equations and a coefficient for each, it checks that the difference between the two sides of the goal equals the same combination of their differences; by default `ring` does the check. In the cell calculation the known equations are `hu`, which is 2 cos φ · u = u² + 1, and `hs`, which is 4 sin²(φ/2) = 2 − 2 cos φ. Their coefficients are (−1)ᵏ u²ᵏ and −(−1)ᵏ u²ᵏ⁺¹. These are the two substitutions made in the displayed calculation, so the trigonometry enters as named equations and the rest is polynomial arithmetic.

Because |iw| = |w|, taking the squared modulus yields

F = 16 sin⁴(φ/2) |S|².

This holds at every real frequency.

```lean
/-- The filter function is a single-pulse factor times the squared modulus of the
alternating phase sum. -/
theorem filterFunction_eq {T : ℝ} (hT : 0 ≤ T) {n : ℕ} (hn : 1 ≤ n) (w : ℝ) :
    filterFunction w T n =
      16 * Real.sin (w * T / (4 * n)) ^ 4 * ‖pulseSum (w * T / (2 * n)) n‖ ^ 2 := by
  have h4 : ‖(4 : ℂ)‖ = 4 := by norm_num
  have h (J : ℂ) : w ^ 2 * ‖J‖ ^ 2 = ‖Complex.I * w * J‖ ^ 2 := by
    rw [norm_mul, norm_mul, Complex.norm_I, one_mul, Complex.norm_real, mul_pow,
      Real.norm_eq_abs, sq_abs]
  unfold filterFunction
  rw [h, pulse_amplitude hT hn, norm_mul, norm_mul, norm_pow, Complex.norm_real,
    Real.norm_eq_abs, sq_abs, h4]
  ring
```

## The closed form for even and odd n

With 2nφ = wT, the squared modulus of the end terms of the telescoped sum becomes

2 − 2 cos(wT) = 4 sin²(wT/2) for even n,
2 + 2 cos(wT) = 4 cos²(wT/2) for odd n.

Writing s for sin(wT/2) or cos(wT/2) accordingly, we have cos²φ |S|² = s². If cos φ ≠ 0, division gives

F = 16 sin⁴(wT/(4n)) s² / cos²(wT/(2n)).

The theorem assumes T ≥ 0 (`hT`), at least one pulse (`hn`) and a nonzero cosine (`hc`); w may be any real number satisfying the last condition. The choice of s is the expression `if Even n then … else …`. In the proof, `hX` is the parity identity and `hS` is the squared modulus of the sum.

```lean
/-- The filter function of the `n`-pulse Carr–Purcell–Meiboom–Gill sequence in closed form,
for even and odd `n`, at frequencies where `cos(wT/(2n))` does not vanish. -/
theorem cpmg_filterFunction {T : ℝ} (hT : 0 ≤ T) {n : ℕ} (hn : 1 ≤ n) (w : ℝ)
    (hc : Real.cos (w * T / (2 * n)) ≠ 0) :
    filterFunction w T n = 16 * Real.sin (w * T / (4 * n)) ^ 4 *
      (if Even n then Real.sin (w * T / 2) else Real.cos (w * T / 2)) ^ 2 /
        Real.cos (w * T / (2 * n)) ^ 2 := by
  have hn0 : (n : ℝ) ≠ 0 := by positivity
  have hS := pulseSum_normSq (w * T / (2 * n)) n
  rw [show 2 * (n : ℝ) * (w * T / (2 * n)) = w * T by field_simp] at hS
  have hcos : Real.cos (w * T) = 2 * Real.cos (w * T / 2) ^ 2 - 1 := by
    rw [← Real.cos_two_mul]
    congr 1
    ring
  -- the parity of n selects the sine or the cosine
  have hX : 4 * (if Even n then Real.sin (w * T / 2) else Real.cos (w * T / 2)) ^ 2 =
      2 - 2 * (-1) ^ n * Real.cos (w * T) := by
    by_cases h : Even n
    · rw [if_pos h, h.neg_one_pow]
      linear_combination 4 * Real.sin_sq_add_cos_sq (w * T / 2) + 2 * hcos
    · rw [if_neg h, (Nat.not_even_iff_odd.1 h).neg_one_pow]
      linear_combination -2 * hcos
  rw [filterFunction_eq hT hn, eq_div_iff (pow_ne_zero 2 hc)]
  linear_combination 4 * Real.sin (w * T / (4 * n)) ^ 4 * (hS - hX)
```

## In-phase pulses at resonance

The condition cos φ = 0 means that the phase accumulated over one cell of length T/n, 2φ, is an odd multiple of π. For n ≥ 2 this is also the phase accumulated between neighbouring pulses. The sign change at each pulse then compensates the sign change of the oscillation. Explicitly, u² = −1, so

(−1)ᵏ u²ᵏ⁺¹ = u, S = nu, |S|² = n².

Also sin²(φ/2) = (1 − cos φ)/2 = 1/2, and hence

F = 16 · (1/4) · n² = 4n².

The proof establishes the equal phases in `hterm` and the value of the sine in `hs`. Together with the previous theorem, this covers every real frequency. The value 4n² need not be the maximum of F: for n = 1, the formula in the next section gives F = 4 at wT = π, where cos φ = 0, but F = 16 at wT = 2π.

```lean
/-- At frequencies where `cos(wT/(2n))` vanishes, the filter function equals `4n²`. -/
theorem cpmg_resonance {T : ℝ} (hT : 0 ≤ T) {n : ℕ} (hn : 1 ≤ n) (w : ℝ)
    (hc : Real.cos (w * T / (2 * n)) = 0) : filterFunction w T n = 4 * (n : ℝ) ^ 2 := by
  have hu := two_cos_mul_phase (w * T / (2 * n))
  rw [hc, Complex.ofReal_zero, mul_zero, zero_mul] at hu
  have hu2 : Complex.exp (Complex.I * (w * T / (2 * n) : ℝ)) ^ 2 = -1 := by
    linear_combination -hu
  -- all pulses contribute the same phase
  have hsum : pulseSum (w * T / (2 * n)) n =
      n * Complex.exp (Complex.I * (w * T / (2 * n) : ℝ)) := by
    unfold pulseSum
    have hterm : ∀ k ∈ Finset.range n,
        (-1) ^ k * Complex.exp (Complex.I * (w * T / (2 * n) : ℝ)) ^ (2 * k + 1) =
          Complex.exp (Complex.I * (w * T / (2 * n) : ℝ)) := by
      intro k _
      rw [pow_succ, pow_mul, hu2, ← mul_assoc, ← mul_pow]
      simp
    rw [Finset.sum_congr rfl hterm, Finset.sum_const, Finset.card_range, nsmul_eq_mul]
  have hs : 2 * Real.sin (w * T / (4 * n)) ^ 2 = 1 := by
    rw [show w * T / (2 * n) = 2 * (w * T / (4 * n)) by ring, Real.cos_two_mul] at hc
    linear_combination 2 * Real.sin_sq_add_cos_sq (w * T / (4 * n)) - hc
  rw [filterFunction_eq hT hn, hsum, norm_mul, mul_comm Complex.I,
    Complex.norm_exp_ofReal_mul_I, Complex.norm_natCast]
  linear_combination
    4 * (n : ℝ) ^ 2 * (2 * Real.sin (w * T / (4 * n)) ^ 2 + 1) * hs
```

## The Hahn echo

For n = 1 the only pulse is at T/2. The sum has the single term S = u, whose modulus is 1, and φ/2 = wT/4. Therefore

F = 16 sin⁴(wT/4).

No cosine condition is needed, because the proof starts from the factorised form before any division.

```lean
/-- The Hahn echo, a single pulse at `T/2`, has filter function `16 sin⁴(wT/4)` at every
frequency. -/
theorem hahn_echo {T : ℝ} (hT : 0 ≤ T) (w : ℝ) :
    filterFunction w T 1 = 16 * Real.sin (w * T / 4) ^ 4 := by
  have h1 (φ : ℝ) : ‖pulseSum φ 1‖ = 1 := by
    unfold pulseSum
    rw [Finset.sum_range_one, pow_zero, one_mul, mul_zero, zero_add, pow_one,
      mul_comm Complex.I, Complex.norm_exp_ofReal_mul_I]
  rw [filterFunction_eq hT le_rfl, h1, Nat.cast_one, mul_one, one_pow, mul_one]

end

end CPMGFilter
```

```lean
#print axioms CPMGFilter.cpmg_filterFunction
#print axioms CPMGFilter.cpmg_resonance
#print axioms CPMGFilter.hahn_echo
```

```
'CPMGFilter.cpmg_filterFunction' depends on axioms: [propext, Classical.choice, Quot.sound]
'CPMGFilter.cpmg_resonance' depends on axioms: [propext, Classical.choice, Quot.sound]
'CPMGFilter.hahn_echo' depends on axioms: [propext, Classical.choice, Quot.sound]
```
